# Tangent bound on the ground energy and monotone \(\langle V\rangle\) for \(H_0 + aV\)

Take a spin in a field, \(H(a) = \sigma_z + a\sigma_x\). At \(a = 0\) the ground state is \(u = (0,1)\), with \(E(0) = -1\) and \(\langle u,\sigma_x u\rangle = 0\). At any other coupling \(b\), \(u\) is still an allowed trial state, with energy \(-1 + b\cdot 0\), so \(E(b) \le -1\). At \(b = 24/7\) the ground state is \(w = (3/5,-4/5)\), with \(E(b) = -25/7\) and \(\langle w,\sigma_x w\rangle = -24/25\). Using \(w\) as trial state at \(a = 0\) gives \(-1 \le -25/7 + (24/7)(24/25)\). Both inequalities hold, and \(\langle\sigma_x\rangle\) has dropped as the coupling grew.

The general argument is the same. Write \(\langle A\rangle_u\) for the expectation of \(A\) in \(u\), and \(H(a) = H_0 + aV\). Among all unit vectors, let \(u\) give the least expectation of \(H(a)\) and \(w\) the least expectation of \(H(b)\); these least values are \(E(a)\) and \(E(b)\). Then
\[
E(b) \le \langle H(b)\rangle_u = \langle H(a)\rangle_u + (b-a)\langle V\rangle_u = E(a) + (b-a)\langle V\rangle_u .
\]
Exchanging the roles gives \(E(a) \le E(b) + (a-b)\langle V\rangle_w\). In the sum the energies cancel, leaving
\[
(b-a)\big(\langle V\rangle_w - \langle V\rangle_u\big) \le 0 .
\]
The envelope and Hellmann-Feynman theorems in their general forms allow any smooth dependence on the parameter, and the latter also covers excited states; here the coupling is linear, the state is a ground state, and differentiability of \(E\) is assumed where it is used. For a molecule treated exactly within a fixed finite basis, with the one-parameter coupling \(V = -\mu_z\) and \(a\) the field strength, the last, monotonicity inequality says that the component \(\langle\mu_z\rangle\) of the ground-state dipole along the field axis does not decrease as \(a\) increases. That application, and the counter-examples given for dropped hypotheses, are hand arguments with no Lean proof behind them here.

## The state space and the trial states

In the code `E` is the state space, and the energy \(E(a)\) is `groundEnergy (ham H0 V a)`. The space is any complex inner product space, with no completeness or finite dimension assumed, and the inner product is antilinear in its first argument, as in Dirac notation. Operators are linear maps defined on all of `E`. An unbounded Hamiltonian fits only if `E` is taken as a domain that both \(H_0\) and \(V\) map into itself.

```lean
import Mathlib

open ComplexConjugate Filter Topology

namespace EnvelopeTheorem

noncomputable section

variable {E : Type*} [NormedAddCommGroup E] [InnerProductSpace ℂ E]
```

The expectation value is defined as \(\operatorname{Re}\langle u, Au\rangle\), a real number for any operator, and is not divided by the norm.

```lean
/-- The expectation value `Re ⟨u, A u⟩` of the operator `A` in the state `u`. -/
def expval (A : E →ₗ[ℂ] E) (u : E) : ℝ := (inner ℂ u (A u)).re

/-- The Hamiltonian `H(a) = H0 + a V` with real coupling strength `a`. -/
def ham (H0 V : E →ₗ[ℂ] E) (a : ℝ) : E →ₗ[ℂ] E := H0 + (a : ℂ) • V

/-- The set of expectation values of `A` in unit vectors. -/
def energies (A : E →ₗ[ℂ] E) : Set ℝ := {e | ∃ v : E, ‖v‖ = 1 ∧ expval A v = e}

/-- The variational ground energy: the infimum of the expectation of `A` over unit vectors. -/
def groundEnergy (A : E →ₗ[ℂ] E) : ℝ := sInf (energies A)

/-- `u` is a unit vector whose expectation of `A` is least among all unit vectors. -/
def IsMinimiser (A : E →ₗ[ℂ] E) (u : E) : Prop :=
  ‖u‖ = 1 ∧ ∀ v : E, ‖v‖ = 1 → expval A u ≤ expval A v
```

`IsMinimiser` compares \(u\) with every unit vector of `E`. Minimisation over a nonlinear family, such as single determinants, is not covered.

## Real, linear coupling

Physically, \(a\) is a field strength or coupling constant multiplying a fixed operator. By hand it enters in the step \(\langle H(b)\rangle_u = \langle H(a)\rangle_u + (b-a)\langle V\rangle_u\). In Lean it is built into `ham`, and `expval_ham` states \(\langle H(a)\rangle_u = \langle H_0\rangle_u + a\langle V\rangle_u\). The real part passes through the product because the imaginary part of \(a\) vanishes.

```lean
variable {H0 V A : E →ₗ[ℂ] E} {a b : ℝ} {u w : E}

/-- The expectation of `H0 + a V` in a fixed state is affine in the coupling `a`. -/
theorem expval_ham (H0 V : E →ₗ[ℂ] E) (a : ℝ) (u : E) :
    expval (ham H0 V a) u = expval H0 u + a * expval V u := by
  simp only [expval, ham, LinearMap.add_apply, LinearMap.smul_apply, inner_add_right,
    inner_smul_right, Complex.add_re, Complex.mul_re, Complex.ofReal_re, Complex.ofReal_im]
  ring
```

Without linearity monotonicity can fail: for \(H(a) = a^2\cdot 1\) the energy \(a^2\) is convex and \(\langle dH/da\rangle = 2a\) increases.

## Hermitian \(H_0\) and \(V\)

`IsSymmetric` means \(\langle Ax,y\rangle = \langle x,Ay\rangle\) for all \(x, y\) in `E`; nothing is said about self-adjointness of unbounded operators. The two inequalities above never use it, and their Lean versions do not assume it. It gives the quantities their physical meaning. With real \(a\), \(H(a)\) is Hermitian. For Hermitian \(A\), \(\overline{\langle u,Au\rangle} = \langle Au,u\rangle = \langle u,Au\rangle\), so taking the real part discards nothing.

```lean
/-- If `H0` and `V` are Hermitian, so is `H0 + a V` for real `a`. -/
theorem ham_isSymmetric (hH0 : H0.IsSymmetric) (hV : V.IsSymmetric) (a : ℝ) :
    (ham H0 V a).IsSymmetric := by
  intro x y
  simp only [ham, LinearMap.add_apply, LinearMap.smul_apply, inner_add_left, inner_add_right,
    inner_smul_left, inner_smul_right, Complex.conj_ofReal, hH0 x y, hV x y]

/-- For a Hermitian operator `⟨u, A u⟩` is real and equals the expectation value. -/
theorem expval_eq_inner (hA : A.IsSymmetric) (u : E) :
    (expval A u : ℂ) = inner ℂ u (A u) :=
  Complex.conj_eq_iff_re.1 ((inner_conj_symm (𝕜 := ℂ) (A u) u).trans (hA u u))
```

## \(u\) is a minimiser

This says that a ground state exists and that \(u\) is one, normalised; degeneracy is allowed. Existence is assumed and not derived: the operator \(\operatorname{diag}(1, 1/2, 1/3, \dots)\) on \(\ell^2\) has infimum \(0\) and no minimiser. By hand the hypothesis gives \(\langle H(a)\rangle_u = E(a)\). In `IsMinimiser.ground` the value `expval A u` is shown to be the least element of `energies A`, hence both the infimum and a lower bound.

```lean
/-- A minimiser attains the ground energy, and the expectation values are bounded below. -/
theorem IsMinimiser.ground (hu : IsMinimiser A u) :
    groundEnergy A = expval A u ∧ BddBelow (energies A) := by
  have h : IsLeast (energies A) (expval A u) := by
    refine ⟨⟨u, hu.1, rfl⟩, ?_⟩
    rintro _ ⟨v, hv, rfl⟩
    exact hu.2 v hv
  exact ⟨h.csInf_eq, ⟨_, h.2⟩⟩
```

Together with Hermiticity it makes \(u\) an eigenvector. Put \(A = H(a)\), \(e = \langle A\rangle_u\), \(r = Au - eu\), and \(Q(v) = \langle A\rangle_v - e\|v\|^2\). Rescaling \(v\) to unit length shows \(Q(v) \ge 0\) for all \(v\). Directly, \(\operatorname{Re}\langle r,Au\rangle = e\operatorname{Re}\langle u,r\rangle + \|r\|^2\), and by Hermiticity \(\operatorname{Re}\langle u,Ar\rangle = \operatorname{Re}\langle Au,r\rangle\) has the same value. For real \(t\), \(\|u+tr\|^2 = 1 + 2t\operatorname{Re}\langle u,r\rangle + t^2\|r\|^2\), so the terms in \(\operatorname{Re}\langle u,r\rangle\) cancel and
\[
0 \le Q(u+tr) = 2t\|r\|^2 + t^2K, \qquad K = Q(r) \ge 0 .
\]
Write \(\|r\|^2 = s(K+1)\) and take \(t = -s\): the right side is \(-s^2(K+2)\), so \(s = 0\), \(r = 0\), and \(H(a)u = E(a)u\).

In the proof `hQ` is the bound \(Q \ge 0\), `h1` and `h2` are the cross terms, `key` is the displayed inequality and `hreal` the choice \(t = -s\). Hermiticity is used once, as `hA u r` in `h1`.

```lean
/-- For Hermitian `H0` and `V`, a minimiser of `H(a)` solves `H(a) u = E(a) u`. -/
theorem minimiser_eigenvector (hH0 : H0.IsSymmetric) (hV : V.IsSymmetric)
    (hu : IsMinimiser (ham H0 V a) u) :
    ham H0 V a u = (groundEnergy (ham H0 V a) : ℂ) • u := by
  have hA := ham_isSymmetric hH0 hV a
  generalize ham H0 V a = A at hA hu ⊢
  rw [hu.ground.1]
  have hre : ∀ (c : ℝ) (z : ℂ), ((c : ℂ) * z).re = c * z.re := by
    intro c z
    simp
  have hscale : ∀ (c : ℝ) (v : E), expval A ((c : ℂ) • v) = c ^ 2 * expval A v := by
    intro c v
    simp only [expval, map_smul, inner_smul_left, inner_smul_right, Complex.conj_ofReal, hre]
    ring
  -- the variational bound for vectors of any length
  have hQ : ∀ v : E, expval A u * ‖v‖ ^ 2 ≤ expval A v := by
    intro v
    by_cases hv : v = 0
    · simp [hv, expval]
    · have hn : ‖v‖ ≠ 0 := norm_ne_zero_iff.2 hv
      have h1 : ‖((‖v‖⁻¹ : ℝ) : ℂ) • v‖ = 1 := by
        rw [norm_smul, Complex.norm_real, norm_inv, norm_norm, inv_mul_cancel₀ hn]
      have h2 := hu.2 _ h1
      rw [hscale (‖v‖⁻¹) v] at h2
      calc expval A u * ‖v‖ ^ 2 ≤ (‖v‖⁻¹) ^ 2 * expval A v * ‖v‖ ^ 2 :=
            mul_le_mul_of_nonneg_right h2 (sq_nonneg _)
        _ = expval A v := by field_simp
  obtain ⟨e, he⟩ : ∃ e, expval A u = e := ⟨_, rfl⟩
  rw [he] at hQ ⊢
  -- the residual r = A u - e u
  obtain ⟨r, hr⟩ : ∃ r, A u = (e : ℂ) • u + r := ⟨A u - (e : ℂ) • u, by abel⟩
  have hN : ∀ v : E, ‖v‖ ^ 2 = (inner ℂ v v).re :=
    fun v => (inner_self_eq_norm_sq (𝕜 := ℂ) v).symm
  have hsym : (inner ℂ r u).re = (inner ℂ u r).re := by
    rw [← inner_conj_symm (𝕜 := ℂ) r u]
    exact Complex.conj_re _
  have h1 : (inner ℂ u (A r)).re = e * (inner ℂ u r).re + ‖r‖ ^ 2 := by
    rw [← hA u r, hr, inner_add_left, inner_smul_left, hN r]
    simp only [Complex.conj_ofReal, Complex.add_re, hre]
  have h2 : (inner ℂ r (A u)).re = e * (inner ℂ u r).re + ‖r‖ ^ 2 := by
    rw [hr, inner_add_right, inner_smul_right, hN r]
    simp only [Complex.add_re, hre, hsym]
  have h3 : (inner ℂ u (A u)).re = e := he
  have h4 : (inner ℂ u u).re = 1 := by
    rw [← hN u, hu.1]
    norm_num
  have h5 : (inner ℂ r r).re = ‖r‖ ^ 2 := (hN r).symm
  -- vary u along the residual
  have key : ∀ t : ℝ, 0 ≤ 2 * t * ‖r‖ ^ 2 + t ^ 2 * (expval A r - e * ‖r‖ ^ 2) := by
    intro t
    have h := hQ (u + (t : ℂ) • r)
    rw [hN (u + (t : ℂ) • r)] at h
    simp only [expval, map_add, map_smul, inner_add_left, inner_add_right, inner_smul_left,
      inner_smul_right, Complex.conj_ofReal, Complex.add_re, hre, h1, h2, h3, h4, h5,
      hsym] at h
    unfold expval
    nlinarith [h]
  -- a nonnegative quadratic without constant term has no linear term
  have hreal : ∀ N K : ℝ, 0 ≤ K → (∀ t : ℝ, 0 ≤ 2 * t * N + t ^ 2 * K) → N = 0 := by
    intro N K hK ht
    have hK1 : K + 1 ≠ 0 := by positivity
    obtain ⟨s, hs⟩ : ∃ s : ℝ, s * (K + 1) = N := ⟨N / (K + 1), by field_simp⟩
    subst hs
    have h := ht (-s)
    have hle : s ^ 2 ≤ 0 := by nlinarith [mul_nonneg (sq_nonneg s) hK]
    have hs0 : s = 0 := (pow_eq_zero_iff two_ne_zero).1 (le_antisymm hle (sq_nonneg s))
    rw [hs0, zero_mul]
  have hz : ‖r‖ ^ 2 = 0 := hreal _ _ (sub_nonneg.2 (hQ r)) key
  have hr0 : r = 0 := norm_eq_zero.1 ((pow_eq_zero_iff two_ne_zero).1 hz)
  rw [hr, hr0, add_zero]
```

Without Hermiticity, take \(A(v_0,v_1) = (v_1,0)\). The expectation \(\operatorname{Re}(\bar v_0 v_1)\) is least at \(u = (1,-1)/\sqrt2\), and \(Au = (-1,0)/\sqrt2\) is not a multiple of \(u\). Conversely, being an eigenvector does not replace being a minimiser. The upper eigenvectors of the spin are \((1,0)\) at \(a = 0\) and \((4/5,3/5)\) at \(b = 24/7\), and \(\langle\sigma_x\rangle\) rises from \(0\) to \(24/25\).

## \(H(b)\) bounded below

The tangent bound needs no ground state at \(b\), only stability: the expectations of \(H(b)\) have a lower bound. By hand this is implicit in treating \(E(b)\) as a number. In `tangent_bound` it is `hb`, consumed by `csInf_le`, which is the variational step \(E(b) \le \langle H(b)\rangle_u\); then `hu.ground.1` and `expval_ham` supply the two equalities.

```lean
/-- If `u` minimises `H(a)` and the expectation of `H(b)` is bounded below, then
`E(b) ≤ E(a) + (b - a) ⟨u, V u⟩`. -/
theorem tangent_bound (hu : IsMinimiser (ham H0 V a) u)
    (hb : BddBelow (energies (ham H0 V b))) :
    groundEnergy (ham H0 V b) ≤ groundEnergy (ham H0 V a) + (b - a) * expval V u := by
  -- u is a trial state for H(b)
  have h : groundEnergy (ham H0 V b) ≤ expval (ham H0 V b) u := csInf_le hb ⟨u, hu.1, rfl⟩
  rw [hu.ground.1]
  simp only [expval_ham] at h ⊢
  linarith
```

The hypothesis cannot be dropped, because Lean's `sInf` of a real set unbounded below is \(0\), where a physicist would write \(-\infty\). On finitely supported sequences indexed by \(n \ge 0\), let \(H_0 = \operatorname{diag}(n-1)\), \(V = \operatorname{diag}(n)\), \(a = 0\), \(b = -2\). The minimiser is the first basis vector, and the bound would read \(0 \le -1\).

With minimisers at both couplings, boundedness follows from `hw.ground.2` and `hu.ground.2`. The theorem `envelope` states three things: the tangent bound, the exchanged bound rearranged as \(E(a) + (b-a)\langle V\rangle_w \le E(b)\), and monotonicity. No ordering of \(a\) and \(b\) is assumed. The proof applies `tangent_bound` twice and combines the results linearly.

```lean
/-- If `u` minimises `H(a)` and `w` minimises `H(b)`, then `E(b)` lies between
`E(a) + (b - a) ⟨w, V w⟩` and `E(a) + (b - a) ⟨u, V u⟩`, and
`(b - a) (⟨w, V w⟩ - ⟨u, V u⟩) ≤ 0`. -/
theorem envelope (hu : IsMinimiser (ham H0 V a) u) (hw : IsMinimiser (ham H0 V b) w) :
    groundEnergy (ham H0 V b) ≤ groundEnergy (ham H0 V a) + (b - a) * expval V u ∧
    groundEnergy (ham H0 V a) + (b - a) * expval V w ≤ groundEnergy (ham H0 V b) ∧
    (b - a) * (expval V w - expval V u) ≤ 0 := by
  have h1 := tangent_bound hu hw.ground.2
  -- the same bound with the roles of a and b exchanged
  have h2 := tangent_bound hw hu.ground.2
  exact ⟨h1, by linarith, by linarith⟩
```

The right side of the tangent bound is \(\langle H(b)\rangle_u\), recorded as `hexp`. Equality therefore means \(\langle H(b)\rangle_u = E(b) \le \langle H(b)\rangle_v\) for all unit \(v\), which uses `hb` again, and says that \(u\) minimises \(H(b)\). The converse is `IsMinimiser.ground`.

```lean
/-- For a minimiser `u` of `H(a)` and `H(b)` bounded below, `E(b) = E(a) + (b - a) ⟨u, V u⟩`
holds exactly when `u` also minimises `H(b)`. -/
theorem tangent_eq_iff (hu : IsMinimiser (ham H0 V a) u)
    (hb : BddBelow (energies (ham H0 V b))) :
    groundEnergy (ham H0 V b) = groundEnergy (ham H0 V a) + (b - a) * expval V u ↔
      IsMinimiser (ham H0 V b) u := by
  have hexp : expval (ham H0 V b) u = groundEnergy (ham H0 V a) + (b - a) * expval V u := by
    rw [hu.ground.1]
    simp only [expval_ham]
    ring
  constructor
  · intro h
    refine ⟨hu.1, fun v hv => ?_⟩
    rw [hexp, ← h]
    exact csInf_le hb ⟨v, hv, rfl⟩
  · intro h
    rw [h.ground.1, hexp]
```

## A convex set of couplings and a nonzero space

Concavity needs no minimiser. Let \(x, y\) be couplings and \(p, q \ge 0\) with \(p + q = 1\). For every unit \(v\),
\[
pE(x) + qE(y) \le p\langle H(x)\rangle_v + q\langle H(y)\rangle_v = \langle H(px+qy)\rangle_v ,
\]
and the infimum over \(v\) gives \(pE(x) + qE(y) \le E(px+qy)\). The set `s` is an interval of couplings on which \(H\) is bounded below; its convexity keeps \(px + qy\) in `s` and is part of what `ConcaveOn` means. Boundedness is used at the end points, in `h1` and `h2`. `Nontrivial E` says that a nonzero state exists; the proof normalises it to give `le_csInf` a nonempty set. In the zero space there are no unit vectors and no energy to speak of.

```lean
/-- The ground energy is a concave function of the coupling on any convex set of couplings
where the expectation of `H(b)` is bounded below. -/
theorem groundEnergy_concaveOn [Nontrivial E] {s : Set ℝ} (hs : Convex ℝ s)
    (hb : ∀ b ∈ s, BddBelow (energies (ham H0 V b))) :
    ConcaveOn ℝ s (fun b => groundEnergy (ham H0 V b)) := by
  obtain ⟨x0, hx0⟩ := exists_ne (0 : E)
  have hn : ‖x0‖ ≠ 0 := norm_ne_zero_iff.2 hx0
  have hunit : ‖((‖x0‖⁻¹ : ℝ) : ℂ) • x0‖ = 1 := by
    rw [norm_smul, Complex.norm_real, norm_inv, norm_norm, inv_mul_cancel₀ hn]
  refine ⟨hs, fun x hx y hy p q hp hq hpq => ?_⟩
  simp only [smul_eq_mul]
  show _ ≤ sInf (energies _)
  refine le_csInf ⟨_, _, hunit, rfl⟩ ?_
  rintro _ ⟨v, hv, rfl⟩
  -- every trial state bounds both end point energies
  have h1 : groundEnergy (ham H0 V x) ≤ expval (ham H0 V x) v :=
    csInf_le (hb x hx) ⟨v, hv, rfl⟩
  have h2 : groundEnergy (ham H0 V y) ≤ expval (ham H0 V y) v :=
    csInf_le (hb y hy) ⟨v, hv, rfl⟩
  simp only [expval_ham] at h1 h2 ⊢
  have h3 := mul_le_mul_of_nonneg_left h1 hp
  have h4 := mul_le_mul_of_nonneg_left h2 hq
  have hq' : q = 1 - p := by linarith
  rw [hq'] at h4 ⊢
  nlinarith [h3, h4]
```

## Differentiability of \(E\) at \(a\)

This excludes a kink in the ground energy. The tangent bound says that \(f(b) = E(b) - b\langle V\rangle_u\) satisfies \(f(b) \le f(a)\) for \(b\) near \(a\), so \(0 = f'(a) = E'(a) - \langle V\rangle_u\). The state is never differentiated. In Lean, `∀ᶠ b in 𝓝 a` reads "for all \(b\) in some neighbourhood of \(a\)", where boundedness below is required so that the tangent bound applies. Then `hmax` is the local maximum, `hder` builds \(f'(a)\) from the assumed derivative `hd`, and `hmax.hasDerivAt_eq_zero` sets it to zero.

```lean
/-- Hellmann-Feynman theorem for the ground energy: if `u` minimises `H(a)`, `H(b)` is bounded
below for `b` near `a` and `E` has derivative `d` at `a`, then `d = ⟨u, V u⟩`. -/
theorem hellmann_feynman {d : ℝ} (hu : IsMinimiser (ham H0 V a) u)
    (hb : ∀ᶠ b in 𝓝 a, BddBelow (energies (ham H0 V b)))
    (hd : HasDerivAt (fun b => groundEnergy (ham H0 V b)) d a) :
    d = expval V u := by
  -- E(b) - b ⟨u, V u⟩ has a local maximum at a
  have hev : ∀ᶠ b in 𝓝 a, groundEnergy (ham H0 V b) - b * expval V u ≤
      groundEnergy (ham H0 V a) - a * expval V u := by
    filter_upwards [hb] with b hb'
    have h := tangent_bound hu hb'
    linarith
  have hmax : IsLocalMax (fun b => groundEnergy (ham H0 V b) - b * expval V u) a := hev
  have hder : HasDerivAt (fun b => groundEnergy (ham H0 V b) - b * expval V u)
      (d - 1 * expval V u) a :=
    hd.fun_sub ((hasDerivAt_id' a).mul_const (expval V u))
  have h := hmax.hasDerivAt_eq_zero hder
  linarith
```

At a level crossing the derivative can be missing. For \(H_0 = 0\), \(V = \sigma_z\), the energy is \(-|a|\); at \(a = 0\) every unit vector is a minimiser and \(\langle V\rangle_u\) takes all values in \([-1,1]\). The tangent bound still holds for each of them.

## The spin example in Lean

The two-level system of the opening meets the hypotheses of `envelope` and of `minimiser_eigenvector`.

```lean
/-- The state space of a two-level system. -/
abbrev Qubit := EuclideanSpace ℂ (Fin 2)

/-- The Pauli operator `σz`. -/
def sigmaZ : Qubit →ₗ[ℂ] Qubit where
  toFun v := !₂[v 0, -v 1]
  map_add' x y := by
    ext i
    fin_cases i <;> simp
    all_goals ring
  map_smul' c x := by
    ext i
    fin_cases i <;> simp
/-- The Pauli operator `σx`. -/
def sigmaX : Qubit →ₗ[ℂ] Qubit where
  toFun v := !₂[v 1, v 0]
  map_add' x y := by
    ext i
    fin_cases i <;> simp
  map_smul' c x := by
    ext i
    fin_cases i <;> simp
/-- The state with components `(0, 1)`. -/
def spinDown : Qubit := !₂[(0 : ℂ), (1 : ℂ)]

/-- The state with components `(3/5, -4/5)`. -/
def spinTilted : Qubit := !₂[((3 / 5 : ℝ) : ℂ), ((-4 / 5 : ℝ) : ℂ)]
```

The theorem states that both Pauli operators are Hermitian, that the two vectors are minimisers at \(0\) and \(24/7\), and that \(\langle\sigma_x\rangle\) equals \(0\) and \(-24/25\). The proof writes norms and expectations in the real and imaginary parts of the components (`hn`, `hz`, `hx`). Minimality comes from two identities for unit \(v\), whose squares are the hints given to `nlinarith`:
\[
\langle\sigma_z\rangle_v + 1 = 2|v_0|^2, \qquad \langle H(24/7)\rangle_v + \tfrac{25}{7} = \tfrac27\,|4v_0 + 3v_1|^2 .
\]
The right sides are nonnegative and vanish at \((0,1)\) and \((3/5,-4/5)\) respectively.

```lean
/-- `σz` and `σx` are Hermitian, `(0, 1)` minimises `σz + a σx` at `a = 0` and `(3/5, -4/5)`
at `a = 24/7`, with expectations of `σx` equal to `0` and `-24/25`. -/
theorem envelope_witness :
    sigmaZ.IsSymmetric ∧ sigmaX.IsSymmetric ∧
    IsMinimiser (ham sigmaZ sigmaX 0) spinDown ∧
    IsMinimiser (ham sigmaZ sigmaX (24 / 7)) spinTilted ∧
    expval sigmaX spinDown = 0 ∧ expval sigmaX spinTilted = -24 / 25 := by
  have hin : ∀ x y : Qubit, inner ℂ x y = conj (x 0) * y 0 + conj (x 1) * y 1 := by
    intro x y
    rw [PiLp.inner_apply, Fin.sum_univ_two]
    simp only [RCLike.inner_apply]
    ring
  have hn : ∀ v : Qubit, ‖v‖ = 1 ↔ (v 0).re * (v 0).re + (v 0).im * (v 0).im +
      ((v 1).re * (v 1).re + (v 1).im * (v 1).im) = 1 := by
    intro v
    rw [EuclideanSpace.norm_eq, Real.sqrt_eq_one]
    simp only [Fin.sum_univ_two, Complex.sq_norm, Complex.normSq_apply]
  have z0 : ∀ v : Qubit, sigmaZ v 0 = v 0 := fun _ => rfl
  have z1 : ∀ v : Qubit, sigmaZ v 1 = -v 1 := fun _ => rfl
  have x0 : ∀ v : Qubit, sigmaX v 0 = v 1 := fun _ => rfl
  have x1 : ∀ v : Qubit, sigmaX v 1 = v 0 := fun _ => rfl
  have hz : ∀ v : Qubit, expval sigmaZ v = (v 0).re * (v 0).re + (v 0).im * (v 0).im -
      ((v 1).re * (v 1).re + (v 1).im * (v 1).im) := by
    intro v
    simp only [expval, hin, z0, z1, Complex.add_re, Complex.mul_re, Complex.conj_re,
      Complex.conj_im, Complex.neg_re, Complex.neg_im]
    ring
  have hx : ∀ v : Qubit, expval sigmaX v =
      2 * ((v 0).re * (v 1).re + (v 0).im * (v 1).im) := by
    intro v
    simp only [expval, hin, x0, x1, Complex.add_re, Complex.mul_re, Complex.conj_re,
      Complex.conj_im]
    ring
  have e0 : spinDown 0 = 0 := rfl
  have e1 : spinDown 1 = 1 := rfl
  have f0 : spinTilted 0 = ((3 / 5 : ℝ) : ℂ) := rfl
  have f1 : spinTilted 1 = ((-4 / 5 : ℝ) : ℂ) := rfl
  have d1 : (spinDown 0).re = 0 := by rw [e0, Complex.zero_re]
  have d2 : (spinDown 0).im = 0 := by rw [e0, Complex.zero_im]
  have d3 : (spinDown 1).re = 1 := by rw [e1, Complex.one_re]
  have d4 : (spinDown 1).im = 0 := by rw [e1, Complex.one_im]
  have t1 : (spinTilted 0).re = 3 / 5 := by rw [f0, Complex.ofReal_re]
  have t2 : (spinTilted 0).im = 0 := by rw [f0, Complex.ofReal_im]
  have t3 : (spinTilted 1).re = -4 / 5 := by rw [f1, Complex.ofReal_re]
  have t4 : (spinTilted 1).im = 0 := by rw [f1, Complex.ofReal_im]
  refine ⟨fun x y => ?_, fun x y => ?_, ⟨(hn _).2 ?_, fun v hv => ?_⟩,
    ⟨(hn _).2 ?_, fun v hv => ?_⟩, ?_, ?_⟩
  · simp only [hin, z0, z1, map_neg]
    ring
  · simp only [hin, x0, x1]
    ring
  · rw [d1, d2, d3, d4]
    norm_num
  · have h := (hn v).1 hv
    simp only [expval_ham, hz, hx, d1, d2, d3, d4]
    nlinarith [mul_self_nonneg (v 0).re, mul_self_nonneg (v 0).im]
  · rw [t1, t2, t3, t4]
    norm_num
  · -- H + 25/7 has the quadratic form (2/7) |4 v₀ + 3 v₁|²
    have h := (hn v).1 hv
    simp only [expval_ham, hz, hx, t1, t2, t3, t4]
    nlinarith [sq_nonneg (4 * (v 0).re + 3 * (v 1).re),
      sq_nonneg (4 * (v 0).im + 3 * (v 1).im)]
  · rw [hx, d1, d2, d3, d4]
    norm_num
  · rw [hx, t1, t2, t3, t4]
    norm_num

end

end EnvelopeTheorem
```

```lean
#print axioms EnvelopeTheorem.envelope
-- 'EnvelopeTheorem.envelope' depends on axioms: [propext, Classical.choice, Quot.sound]
#print axioms EnvelopeTheorem.tangent_eq_iff
-- 'EnvelopeTheorem.tangent_eq_iff' depends on axioms: [propext, Classical.choice, Quot.sound]
#print axioms EnvelopeTheorem.groundEnergy_concaveOn
-- 'EnvelopeTheorem.groundEnergy_concaveOn' depends on axioms: [propext, Classical.choice, Quot.sound]
#print axioms EnvelopeTheorem.hellmann_feynman
-- 'EnvelopeTheorem.hellmann_feynman' depends on axioms: [propext, Classical.choice, Quot.sound]
```
